# Folding a spin chain to period $L$ erases the Dzyaloshinskii–Moriya vector at separation $s$ for all reciprocal couplings if and only if $L$ divides $2s$

## Exchange tensors, bond reversal and folding

Consider a chain of classical spins $S_i\in\mathbb R^3$, one at each site $i\in\mathbb Z$. The coupling between sites $i$ and $i+r$ is a real $3\times3$ matrix $J(r)$, the same for every $i$, and only finitely many $J(r)$ are non-zero. The coupling energy of site $i$ with the chain is

$$E_i=\sum_r S_i\cdot J(r)\,S_{i+r}.$$

The term $r=0$ is an on-site anisotropy. Summing $E_i$ over sites counts every bond between different sites twice.

A bond has the same energy whichever end it is read from, so $S_i\cdot J(r)S_{i+r}=S_{i+r}\cdot J(-r)S_i$ for all spins. For $r\neq0$ this is equivalent to $J(-r)=J(r)^T$. For $r=0$ it holds trivially: the antisymmetric part of $J(0)$ contributes no energy, and we set it to zero by convention. The reciprocity condition is then $J(-r)=J(r)^T$ for every $r$, including $r=0$.

Numbering Cartesian components $0,1,2$, the Dzyaloshinskii–Moriya (DM) vector of a tensor $A$ is

$$D(A)=\tfrac12\,(A_{12}-A_{21},\;A_{20}-A_{02},\;A_{01}-A_{10}).$$

For a natural number $L$ and an integer $s$, the folded tensor is

$$F_L(s)=\sum_{r\equiv s\ (\mathrm{mod}\ L)}J(r).$$

The claim is that $D(F_L(s))=0$ for every reciprocal $J$ if and only if $L$ divides $2s$. For $L\ge1$ this means $s\equiv0$ or, when $L$ is even, $s\equiv L/2$ modulo $L$.

## Derivation from pairs of reversed bonds

**The DM energy.** Split $A$ into its symmetric part $\tfrac12(A+A^T)$ and its antisymmetric part, whose entries are $\tfrac12(A_{ij}-A_{ji})=\sum_k\varepsilon_{ijk}D_k$, where $\varepsilon_{ijk}$ is the Levi-Civita symbol. Contracting with two spins $S$ and $T$ gives

$$S\cdot AT=S\cdot\tfrac12(A+A^T)T+D(A)\cdot(S\times T).$$

**What a supercell sees.** Let $L>0$ and $S_{i+L}=S_i$. Every $r$ is $s+kL$ for exactly one $s\in\{0,\dots,L-1\}$ and one integer $k$, and then $S_{i+r}=S_{i+s}$. Collecting terms with equal $s$,

$$E_i=\sum_{s=0}^{L-1}S_i\cdot F_L(s)\,S_{i+s}.$$

The couplings enter only through the folded tensors.

**Loss when $L$ divides $2s$.** By reciprocity,

$$F_L(s)^T=\sum_{r\equiv s}J(r)^T=\sum_{r\equiv s}J(-r)=\sum_{r\equiv-s}J(r)=F_L(-s).$$

Hence $F_L(s)^T=F_L(t)$ whenever $L$ divides $s+t$. If $L$ divides $2s$, take $t=s$: the tensor is symmetric and its DM vector is zero.

**Survival for some $J$ otherwise.** If $L$ does not divide $2s$, then $s\neq-s$ and $-s\not\equiv s$. Let $A$ have the single non-zero entry $A_{01}=1$, and set $J(s)=A$, $J(-s)=A^T$, with all other couplings zero. This $J$ is reciprocal, only the bond $s$ contributes to $F_L(s)$, and so $F_L(s)=A$, with $D(A)=(0,0,\tfrac12)\neq0$.

**Cells that are long enough.** Suppose $J(r)=0$ for $|r|>R$, and let $|s|\le R$ and $L>2R$. A non-zero coupling $J(r)$ in $F_L(s)$ has $|r-s|\le2R<L$ with $L$ dividing $r-s$, so $r=s$ and $F_L(s)=J(s)$.

**Nearest neighbours.** With $R=1$, the bonds $1$ and $-1$ coincide modulo $2$, giving $F_2(1)=J(1)+J(1)^T$, which has no DM vector. Modulo $3$ they are distinct, and $F_3(1)=J(1)$.

For exchange parameters fitted to total energies of periodic supercells, this means that, in a one-dimensional reciprocal bilinear model with one classical spin per site and for even $L\ge2$, the energies of $L$-periodic configurations carry no information about the DM vector at separation $L/2$.

## A chain with $D=(0,0,0.2)$

In arbitrary energy units, take $J(0)=0$, no couplings beyond nearest neighbours, and

$$J(1)=\begin{pmatrix}1&0.2&0\\-0.2&1&0\\0&0&1.1\end{pmatrix}.$$

Then $F_2(1)=\mathrm{diag}(2,2,2.2)$. Let $e_0,e_1,e_2$ be the Cartesian unit vectors. In a two-site cell with $S_0=e_0$ and $S_1=e_1$, the right neighbour of site $0$ contributes $J(1)_{01}=0.2$ and the left one $J(-1)_{01}=J(1)_{10}=-0.2$, so $E_0=0$. In a three-site cell with $S_0=e_0$, $S_1=e_1$, $S_2=e_2$, the left neighbour contributes $J(-1)_{02}=0$, and $E_0=0.2$ shows the DM coupling.

## The definitions in Lean

```lean
import Mathlib

open Matrix

namespace FoldedAnisotropicExchange

noncomputable section

/-- A real 3×3 exchange tensor coupling two classical spins. -/
abbrev Tensor := Matrix (Fin 3) (Fin 3) ℝ
```

The type `ℤ →₀ Tensor` used below consists of functions with finite support, which builds the finite range of the couplings into the model. Reciprocity is a separate hypothesis, imposed only where it is needed.

```lean
/-- Bond reversal: the tensor of the bond `-r` is the transpose of that of the bond `r`. -/
def Reciprocal (J : ℤ →₀ Tensor) : Prop := ∀ r, J (-r) = (J r)ᵀ
```

The folded tensor runs over the support of `J` and keeps the terms with $L$ dividing $r-s$. The value $L=0$ is allowed: divisibility by zero then means equality, and folding changes nothing.

```lean
/-- The folded tensor `F_L(s)`: the sum of `J(r)` over all `r` congruent to `s` modulo `L`. -/
def folded (J : ℤ →₀ Tensor) (L : ℕ) (s : ℤ) : Tensor :=
  ∑ r ∈ J.support, if (L : ℤ) ∣ r - s then J r else 0

/-- The Dzyaloshinskii-Moriya vector, built from the antisymmetric part of a tensor. -/
def dmVector (A : Tensor) : Fin 3 → ℝ :=
  ![(A 1 2 - A 2 1) / 2, (A 2 0 - A 0 2) / 2, (A 0 1 - A 1 0) / 2]
```

The next definition supplies the counter-example of the derivation, for a general tensor.

```lean
/-- A chain with tensor `A` on the bond `s` and its transpose on the reversed bond `-s`
(the two are added if `s = 0`). -/
def bond (s : ℤ) (A : Tensor) : ℤ →₀ Tensor :=
  Finsupp.single s A + Finsupp.single (-s) Aᵀ
```

## Folded sums and the energy of a periodic cell

Two short lemmas come first. One says that congruent integers less than $L$ apart are equal, because a non-zero multiple of $L$ is too large.

```lean
/-- Two sites that are congruent modulo `L` and less than `L` apart coincide. -/
theorem eq_of_dvd {L a b : ℤ} (h : L ∣ a - b) (h1 : a - b < L) (h2 : b - a < L) :
    a = b := by
  by_contra hne
  rcases lt_or_gt_of_ne hne with hlt | hgt
  · have := Int.le_of_dvd (by omega) ((dvd_sub_comm).mp h)
    omega
  · have := Int.le_of_dvd (by omega) h
    omega
```

The other allows the folded sum to run over any finite set containing the support, since the extra terms are zero.

```lean
/-- The folded tensor may be summed over any finite set of bonds that contains all
non-zero couplings. -/
theorem folded_eq_sum (J : ℤ →₀ Tensor) (L : ℕ) (s : ℤ) (T : Finset ℤ)
    (hT : J.support ⊆ T) :
    folded J L s = ∑ r ∈ T, if (L : ℤ) ∣ r - s then J r else 0 := by
  refine Finset.sum_subset hT fun r _ hr => ?_
  have h0 : J r = 0 := by
    by_contra h
    exact hr (Finsupp.mem_support_iff.mpr h)
  rw [h0, ite_self]
```

The decomposition of the bond energy is an identity between polynomials in the components. `simp` writes out the sums and `ring` compares the two sides.

```lean
/-- The energy of a bond is that of the symmetric part of its tensor plus the
Dzyaloshinskii-Moriya energy `D · (S × T)`. -/
theorem bond_energy (A : Tensor) (S T : Fin 3 → ℝ) :
    S ⬝ᵥ (A *ᵥ T) =
      S ⬝ᵥ (((1 / 2 : ℝ) • (A + Aᵀ)) *ᵥ T) + dmVector A ⬝ᵥ (S ⨯₃ T) := by
  simp [dmVector, cross_apply, Matrix.mulVec, dotProduct, Fin.sum_univ_three]
  ring
```

The supercell identity assumes $L>0$ and periodic spins, but not reciprocity. In the proof, `key` expands the energy with one folded tensor into a sum over bonds: the map `φ` expresses that the energy is additive in the tensor, and `hS.int_mul` replaces $S_{i+r}$ by $S_{i+s}$ for congruent sites. After `Finset.sum_comm` exchanges the two sums, each bond $r$ must be counted once. Its residue `r % (L : ℤ)` provides the one surviving term, and `eq_of_dvd` excludes any second one.

```lean
/-- For spins repeating with period `L > 0`, the coupling energy of site `i` with the whole
chain equals its energy with one period of spins coupled by the folded tensors. -/
theorem supercell_energy (J : ℤ →₀ Tensor) {L : ℕ} (hL : 0 < L) (S : ℤ → Fin 3 → ℝ)
    (hS : Function.Periodic S (L : ℤ)) (i : ℤ) :
    ∑ r ∈ J.support, S i ⬝ᵥ (J r *ᵥ S (i + r)) =
      ∑ s ∈ Finset.range L, S i ⬝ᵥ (folded J L (s : ℤ) *ᵥ S (i + (s : ℤ))) := by
  -- the energy is additive in the tensor, and congruent sites carry equal spins
  have key : ∀ s : ℕ, S i ⬝ᵥ (folded J L (s : ℤ) *ᵥ S (i + (s : ℤ))) =
      ∑ r ∈ J.support,
        if (L : ℤ) ∣ r - (s : ℤ) then S i ⬝ᵥ (J r *ᵥ S (i + r)) else 0 := by
    intro s
    let φ : Tensor →+ ℝ :=
      { toFun := fun A => S i ⬝ᵥ (A *ᵥ S (i + (s : ℤ)))
        map_zero' := by simp
        map_add' := fun A B => by rw [Matrix.add_mulVec, dotProduct_add] }
    refine (map_sum φ (fun r => if (L : ℤ) ∣ r - (s : ℤ) then J r else 0)
      J.support).trans (Finset.sum_congr rfl fun r _ => ?_)
    split_ifs with h
    · obtain ⟨k, hk⟩ := h
      have e : i + r = i + (s : ℤ) + k * (L : ℤ) := by linear_combination hk
      have hp := hS.int_mul k (i + (s : ℤ))
      rw [Int.cast_id] at hp
      rw [e, hp]
      rfl
    · exact map_zero φ
  rw [Finset.sum_congr rfl (fun s _ => key s), Finset.sum_comm]
  refine Finset.sum_congr rfl fun r _ => ?_
  -- each bond has exactly one residue in the cell
  have hL' : (0 : ℤ) < L := by exact_mod_cast hL
  have h0 := Int.emod_nonneg r hL'.ne'
  have h1 := Int.emod_lt_of_pos r hL'
  have hc : (((r % (L : ℤ)).toNat : ℕ) : ℤ) = r % (L : ℤ) := Int.toNat_of_nonneg h0
  have hd : (L : ℤ) ∣ r - (((r % (L : ℤ)).toNat : ℕ) : ℤ) :=
    ⟨r / L, by rw [hc, Int.emod_def]; ring⟩
  symm
  refine (Finset.sum_eq_single (r % (L : ℤ)).toNat ?_ ?_).trans (if_pos hd)
  · intro t ht hne
    have ht' := Finset.mem_range.mp ht
    refine if_neg fun h => hne ?_
    have h2 := dvd_sub hd h
    rw [sub_sub_sub_cancel_left] at h2
    have := eq_of_dvd h2 (by omega) (by omega)
    omega
  · intro hn
    exact absurd (Finset.mem_range.mpr (by omega)) hn
```

## Symmetry from bond reversal

The transposition rule relabels the sum by $r\mapsto-r$, which is the role of `Finset.sum_nbij'`. For this, `hmem` shows that reciprocity makes the support invariant under reversal, and `hiff` shows that $r\equiv t$ exactly when $-r\equiv s$, given that $L$ divides $s+t$.

```lean
/-- Under bond reversal, `F_L(s)` transposed is `F_L(t)` whenever `L` divides `s + t`. -/
theorem folded_transpose {J : ℤ →₀ Tensor} (hJ : Reciprocal J) {L : ℕ} {s t : ℤ}
    (h : (L : ℤ) ∣ s + t) : (folded J L s)ᵀ = folded J L t := by
  have hmem : ∀ r ∈ J.support, -r ∈ J.support := by
    intro r hr
    rw [Finsupp.mem_support_iff] at hr ⊢
    intro h0
    apply hr
    rw [← Matrix.transpose_transpose (J r), ← hJ r, h0, Matrix.transpose_zero]
  unfold folded
  rw [Matrix.transpose_sum]
  symm
  -- relabel every bond by its reverse
  refine Finset.sum_nbij' (fun r => -r) (fun r => -r) hmem hmem
    (fun r _ => neg_neg r) (fun r _ => neg_neg r) fun r _ => ?_
  have hiff : (L : ℤ) ∣ r - t ↔ (L : ℤ) ∣ -r - s := by
    rw [show -r - s = -((r - t) + (s + t)) by ring, dvd_neg, dvd_add_left h]
  by_cases hd : (L : ℤ) ∣ -r - s
  · rw [if_pos (hiff.mpr hd), if_pos hd, hJ r, Matrix.transpose_transpose]
  · rw [if_neg (fun h' => hd (hiff.mp h')), if_neg hd, Matrix.transpose_zero]
```

Setting $t=s$ gives the symmetric case.

```lean
/-- Under bond reversal, the folded tensor `F_L(s)` is symmetric whenever `L` divides `2s`. -/
theorem folded_isSymm {J : ℤ →₀ Tensor} (hJ : Reciprocal J) {L : ℕ} {s : ℤ}
    (h : (L : ℤ) ∣ 2 * s) : (folded J L s).IsSymm :=
  folded_transpose hJ (by rwa [← two_mul])
```

## Couplings shorter than half the cell

Here `hR` states that the couplings vanish beyond distance `R`, and `hL` that the cell is longer than twice this range. The proof isolates the term $r=s$ and removes all others with `eq_of_dvd`. Reciprocity is again not required.

```lean
/-- If the couplings vanish beyond distance `R` and `L > 2R`, folding leaves every tensor
within that distance unchanged. -/
theorem folded_eq_of_range {J : ℤ →₀ Tensor} {R : ℤ} (hR : ∀ r, R < |r| → J r = 0)
    {L : ℕ} (hL : 2 * R < L) {s : ℤ} (hs : |s| ≤ R) : folded J L s = J s := by
  have hd : (L : ℤ) ∣ s - s := by rw [sub_self]; exact dvd_zero _
  refine (Finset.sum_eq_single s ?_ ?_).trans (if_pos hd)
  · intro r hr hne
    refine if_neg fun h => hne ?_
    have hr' : |r| ≤ R := not_lt.mp fun h' => Finsupp.mem_support_iff.mp hr (hR r h')
    have h1 := abs_le.mp hr'
    have h2 := abs_le.mp hs
    exact eq_of_dvd h (by omega) (by omega)
  · intro hn
    rw [if_pos hd]
    by_contra h
    exact hn (Finsupp.mem_support_iff.mpr h)
```

## The exact condition for losing the DM vector

The single bond with its reverse is reciprocal for every $s$ and $A$. For $s=0$ the two contributions add to the symmetric tensor $A+A^T$.

```lean
/-- A single bond together with its reverse satisfies bond reversal, for any tensor `A`. -/
theorem bond_reciprocal_witness (s : ℤ) (A : Tensor) : Reciprocal (bond s A) := by
  intro r
  have h1 : s = -r ↔ -s = r := by omega
  have h2 : -s = -r ↔ s = r := by omega
  simp only [bond, Finsupp.add_apply, Finsupp.single_apply, h1, h2, Matrix.transpose_add]
  split_ifs <;> simp [add_comm]
```

In the main theorem the quantifier over `J` stands inside the left-hand side of the equivalence. When $L$ does not divide $2s$, it therefore provides some reciprocal chain with a non-zero folded DM vector; a particular chain may still have none, for instance one whose tensors are all symmetric.

The forward direction argues by contradiction with the matrix $A$ of the derivation. The step `hF` computes $F_L(s)=A$ by summing over the two bonds $s$ and $-s$, and component `2` of the assumed vanishing then reads $\tfrac12=0$. The reverse direction applies `folded_isSymm` to each component of the DM vector.

```lean
/-- The Dzyaloshinskii-Moriya vector of `F_L(s)` vanishes for all exchange tensors obeying
bond reversal if and only if `L` divides `2s`. -/
theorem dm_lost_iff (L : ℕ) (s : ℤ) :
    (∀ J : ℤ →₀ Tensor, Reciprocal J → dmVector (folded J L s) = 0) ↔
      (L : ℤ) ∣ 2 * s := by
  constructor
  · intro H
    by_contra h
    have hne : s ≠ -s := fun e => h (by rw [show 2 * s = 0 by omega]; exact dvd_zero _)
    -- a single bond whose tensor has a Dzyaloshinskii-Moriya part
    let A : Tensor := !![0, 1, 0; 0, 0, 0; 0, 0, 0]
    have hT : (bond s A).support ⊆ {s, -s} := by
      intro r hr
      by_contra hn
      rw [Finset.mem_insert, Finset.mem_singleton, not_or] at hn
      apply Finsupp.mem_support_iff.mp hr
      simp only [bond, Finsupp.add_apply, Finsupp.single_apply,
        if_neg (Ne.symm hn.1), if_neg (Ne.symm hn.2), add_zero]
    have hs : bond s A s = A := by
      simp only [bond, Finsupp.add_apply, Finsupp.single_apply, if_true,
        if_neg (Ne.symm hne), add_zero]
    have hd : (L : ℤ) ∣ s - s := by rw [sub_self]; exact dvd_zero _
    have hnd : ¬ (L : ℤ) ∣ -s - s := by
      rwa [show -s - s = -(2 * s) by ring, dvd_neg]
    have hF : folded (bond s A) L s = A := by
      rw [folded_eq_sum _ L s _ hT, Finset.sum_pair hne, if_pos hd, if_neg hnd, hs,
        add_zero]
    have h0 := H (bond s A) (bond_reciprocal_witness s A)
    rw [hF] at h0
    have h2 : (A 0 1 - A 1 0) / 2 = 0 := congrFun h0 2
    have a1 : A 0 1 = 1 := rfl
    have a2 : A 1 0 = 0 := rfl
    rw [a1, a2] at h2
    norm_num at h2
  · intro h J hJ
    have hF := folded_isSymm hJ h
    ext k
    fin_cases k <;> simp [dmVector, hF.apply 1 2, hF.apply 0 2, hF.apply 0 1]
```

The nearest-neighbour statement leaves $J(0)$ free, subject to reciprocity. Its second part is the main theorem at $L=2$, $s=1$, and its third is the range result with $R=1$, $L=3$. For the first part, the sum is taken over the bonds $1,-1,0$: the first two are odd and remain, the last is even and drops out, and `hJ 1` turns $J(-1)$ into $J(1)^T$.

```lean
/-- For couplings that obey bond reversal and vanish beyond nearest neighbours,
`F_2(1) = J(1) + J(1)ᵀ` has no Dzyaloshinskii-Moriya vector, while `F_3(1) = J(1)`. -/
theorem nearest_neighbour {J : ℤ →₀ Tensor} (hJ : Reciprocal J)
    (hR : ∀ r, 1 < |r| → J r = 0) :
    folded J 2 1 = J 1 + (J 1)ᵀ ∧ dmVector (folded J 2 1) = 0 ∧ folded J 3 1 = J 1 := by
  refine ⟨?_, (dm_lost_iff 2 1).mpr (by norm_num) J hJ,
    folded_eq_of_range hR (by norm_num) (by norm_num)⟩
  have hT : J.support ⊆ {1, -1, 0} := by
    intro r hr
    have h1 := abs_le.mp (not_lt.mp fun h' => Finsupp.mem_support_iff.mp hr (hR r h'))
    simp only [Finset.mem_insert, Finset.mem_singleton]
    omega
  have d1 : ((2 : ℕ) : ℤ) ∣ 1 - 1 := by decide
  have d2 : ((2 : ℕ) : ℤ) ∣ -1 - 1 := by decide
  have d3 : ¬ ((2 : ℕ) : ℤ) ∣ 0 - 1 := by decide
  -- both neighbours fall on the same site of the two-site cell
  rw [folded_eq_sum J 2 1 _ hT,
    Finset.sum_insert (show (1 : ℤ) ∉ ({-1, 0} : Finset ℤ) by decide),
    Finset.sum_pair (show (-1 : ℤ) ≠ 0 by decide),
    if_pos d1, if_pos d2, if_neg d3, add_zero, hJ 1]

end

end FoldedAnisotropicExchange
```

```lean
#print axioms FoldedAnisotropicExchange.bond_energy
#print axioms FoldedAnisotropicExchange.supercell_energy
#print axioms FoldedAnisotropicExchange.dm_lost_iff
#print axioms FoldedAnisotropicExchange.nearest_neighbour
```

```
'FoldedAnisotropicExchange.bond_energy' depends on axioms: [propext, Classical.choice, Quot.sound]
'FoldedAnisotropicExchange.supercell_energy' depends on axioms: [propext, Classical.choice, Quot.sound]
'FoldedAnisotropicExchange.dm_lost_iff' depends on axioms: [propext, Classical.choice, Quot.sound]
'FoldedAnisotropicExchange.nearest_neighbour' depends on axioms: [propext, Classical.choice, Quot.sound]
```
